# Positivity of the Matérn three-halves kernel matrix for finitely many real points

For real s, t and a parameter a, set

e(s, t) = exp(−a|s − t|)
k(s, t) = (1 + a|s − t|) exp(−a|s − t|).

These are `expKernel` and `matern`. Physically, s and t are values of one coordinate and a is an inverse correlation length. The normalisation is k(s, s) = 1. For points x_i, `maternMatrix a x` has entries M_ij = k(x_i, x_j).

In Gaussian-process regression of an energy along a single coordinate, M times a positive prior variance can serve as the prior covariance matrix of the energies at the sampled points. It is positive semidefinite for a > 0, and positive definite exactly when the points are distinct.

```lean
import Mathlib

open MeasureTheory Set Matrix

namespace MaternThreeHalves

noncomputable section

/-- The exponential kernel `exp(-a|s - t|)` on the line. -/
def expKernel (a s t : ℝ) : ℝ := Real.exp (-a * |s - t|)

/-- The Matérn three-halves kernel `(1 + a|s - t|) exp(-a|s - t|)`. -/
def matern (a s t : ℝ) : ℝ := (1 + a * |s - t|) * Real.exp (-a * |s - t|)

/-- The matrix of the Matérn three-halves kernel on a family of points. -/
def maternMatrix {ι : Type*} (a : ℝ) (x : ι → ℝ) : Matrix ι ι ℝ :=
  Matrix.of fun i j => matern a (x i) (x j)
```

Both kernels depend only on |s − t|, so they are symmetric for every real a.

```lean
/-- The exponential kernel is symmetric in its two points. -/
theorem expKernel_comm (a s t : ℝ) : expKernel a s t = expKernel a t s := by
  rw [expKernel, expKernel, abs_sub_comm]

/-- The Matérn kernel is symmetric in its two points. -/
theorem matern_comm (a s t : ℝ) : matern a s t = matern a t s := by
  rw [matern, matern, abs_sub_comm]
```

## A positive inverse length: a > 0

The condition a > 0 says that correlations decay with distance. By hand, it makes the convolution of two exponentials converge. Take s ≤ t and d = t − s. The product e(s, u) e(u, t) has three forms:

u ≤ s: exp(−a(s + t) + 2au), with integral exp(−ad)/(2a)
s < u ≤ t: exp(−ad), with integral d exp(−ad)
u > t: exp(a(s + t) − 2au), with integral exp(−ad)/(2a).

Their sum is

∫ e(s, u) e(u, t) du = (1/a + d) exp(−ad) = k(s, t)/a.

In `convolution_of_le`, `h1`, `h2` and `h3` are the three forms, and `i1`, `i2` and `i3` their integrability. The hypothesis `ha` enters through the signs of the exponents 2a and −2a, and again in the final division by a.

```lean
/-- For `a > 0` and ordered centres `s ≤ t`, the product of two exponential kernels is integrable,
and its integral is the Matérn kernel divided by `a`. -/
theorem convolution_of_le {a s t : ℝ} (ha : 0 < a) (h : s ≤ t) :
    Integrable (fun u => expKernel a s u * expKernel a u t) ∧
      ∫ u, expKernel a s u * expKernel a u t = matern a s t / a := by
  -- the integrand left of both centres, between them, and right of both
  have h1 : EqOn (fun u => Real.exp (-a * (s + t)) * Real.exp (2 * a * u))
      (fun u => expKernel a s u * expKernel a u t) (Iic s) := by
    intro u hu
    have hu' : u ≤ s := hu
    simp only [expKernel]
    rw [abs_of_nonneg (by linarith : 0 ≤ s - u), abs_of_nonpos (by linarith : u - t ≤ 0),
      ← Real.exp_add, ← Real.exp_add]
    congr 1
    ring
  have h2 : EqOn (fun _ => Real.exp (-a * (t - s)))
      (fun u => expKernel a s u * expKernel a u t) (Ioc s t) := by
    intro u hu
    have hl := hu.1
    have hr := hu.2
    simp only [expKernel]
    rw [abs_of_nonpos (by linarith : s - u ≤ 0), abs_of_nonpos (by linarith : u - t ≤ 0),
      ← Real.exp_add]
    congr 1
    ring
  have h3 : EqOn (fun u => Real.exp (a * (s + t)) * Real.exp (-(2 * a) * u))
      (fun u => expKernel a s u * expKernel a u t) (Ioi t) := by
    intro u hu
    have hu' : t < u := hu
    simp only [expKernel]
    rw [abs_of_nonpos (by linarith : s - u ≤ 0), abs_of_nonneg (by linarith : 0 ≤ u - t),
      ← Real.exp_add, ← Real.exp_add]
    congr 1
    ring
  have p : 0 < 2 * a := by linarith
  have q : -(2 * a) < 0 := by linarith
  have i1 := IntegrableOn.congr_fun
    ((integrableOn_exp_mul_Iic p s).const_mul (Real.exp (-a * (s + t)))) h1 measurableSet_Iic
  have i2 := IntegrableOn.congr_fun
    (integrableOn_const (μ := volume) (by simp)) h2 measurableSet_Ioc
  have i3 := IntegrableOn.congr_fun
    ((integrableOn_exp_mul_Ioi q t).const_mul (Real.exp (a * (s + t)))) h3 measurableSet_Ioi
  have i23 := i2.union i3
  rw [Ioc_union_Ioi_eq_Ioi h] at i23
  refine ⟨?_, ?_⟩
  · have i := i1.union i23
    rwa [Iic_union_Ioi, integrableOn_univ] at i
  · have hd : Disjoint (Ioc s t) (Ioi t) :=
      Set.disjoint_left.mpr fun u hu hv => not_lt_of_ge hu.2 hv
    rw [← intervalIntegral.integral_Iic_add_Ioi i1 i23, ← Ioc_union_Ioi_eq_Ioi h,
      setIntegral_union hd measurableSet_Ioi i2 i3,
      ← setIntegral_congr_fun measurableSet_Iic h1,
      ← setIntegral_congr_fun measurableSet_Ioc h2,
      ← setIntegral_congr_fun measurableSet_Ioi h3,
      integral_const_mul, integral_const_mul, integral_exp_mul_Iic p, integral_exp_mul_Ioi q,
      ← intervalIntegral.integral_of_le h, intervalIntegral.integral_const, smul_eq_mul,
      neg_div_neg_eq, ← mul_div_assoc, ← mul_div_assoc, ← Real.exp_add, ← Real.exp_add,
      matern, abs_of_nonpos (by linarith : s - t ≤ 0),
      show -a * (s + t) + 2 * a * s = -a * (t - s) by ring,
      show a * (s + t) + -(2 * a) * t = -a * (t - s) by ring, neg_sub]
    generalize Real.exp (-a * (t - s)) = E
    field_simp
    ring
```

The order s ≤ t is only a convenience: exchanging the centres covers the other case. Hence k(s, t) = a ∫ e(s, u) e(u, t) du for all s and t.

```lean
/-- For `a > 0`, the Matérn kernel is `a` times the convolution of two exponential kernels, whose
product is integrable. -/
theorem matern_eq_convolution {a : ℝ} (ha : 0 < a) (s t : ℝ) :
    Integrable (fun u => expKernel a s u * expKernel a u t) ∧
      matern a s t = a * ∫ u, expKernel a s u * expKernel a u t := by
  have key : Integrable (fun u => expKernel a s u * expKernel a u t) ∧
      ∫ u, expKernel a s u * expKernel a u t = matern a s t / a := by
    rcases le_total s t with h | h
    · exact convolution_of_le ha h
    · have he : (fun u => expKernel a s u * expKernel a u t) =
          fun u => expKernel a t u * expKernel a u s := by
        funext u
        rw [expKernel_comm a s u, expKernel_comm a u t, mul_comm]
      rw [he, matern_comm a s t]
      exact convolution_of_le ha h
  exact ⟨key.1, by rw [key.2, mul_div_cancel₀ _ ha.ne']⟩
```

At a = 0 the integrand is 1 and the integral diverges. The matrix then has all entries 1: still semidefinite, but not definite for two or more points, even distinct ones. For a < 0 semidefiniteness itself fails for two points far enough apart, because the off-diagonal entry exceeds the diagonal 1 in magnitude.

## Finitely many points on a line

The finite index type `ι` labels the sampled configurations, and `x : ι → ℝ` gives their positions. Finiteness lets the sums and the integral be exchanged. For real coefficients c_i, put f(u) = ∑_i c_i e(x_i, u). Then

∑_i ∑_j c_i M_ij c_j
= a ∑_i ∑_j c_i c_j ∫ e(x_i, u) e(u, x_j) du
= a ∫ f(u)² du ≥ 0.

The left side is `c ⬝ᵥ maternMatrix a x *ᵥ c` in Lean. The proof expands the square in `hsq` and then integrates term by term, using the integrability from the convolution theorem.

```lean
variable {ι : Type*} [Fintype ι]

/-- For `a > 0`, the square of a superposition of exponentials is integrable, and `a` times its
integral is the quadratic form of the Matérn matrix. -/
theorem quadraticForm_eq_integral {a : ℝ} (ha : 0 < a) (x c : ι → ℝ) :
    Integrable (fun u => (∑ i, c i * expKernel a (x i) u) ^ 2) ∧
      c ⬝ᵥ maternMatrix a x *ᵥ c = a * ∫ u, (∑ i, c i * expKernel a (x i) u) ^ 2 := by
  have hsq : (fun u => (∑ i, c i * expKernel a (x i) u) ^ 2) = fun u =>
      ∑ i, ∑ j, (c i * c j) * (expKernel a (x i) u * expKernel a u (x j)) := by
    funext u
    rw [sq, Finset.sum_mul_sum]
    refine Finset.sum_congr rfl fun i _ => Finset.sum_congr rfl fun j _ => ?_
    rw [expKernel_comm a u (x j)]
    ring
  have hij := fun i j => (matern_eq_convolution ha (x i) (x j)).1.const_mul (c i * c j)
  have hi := fun i => integrable_finsetSum Finset.univ fun j _ => hij i j
  rw [hsq]
  refine ⟨integrable_finsetSum _ fun i _ => hi i, ?_⟩
  rw [integral_finsetSum _ fun i _ => hi i, Finset.mul_sum]
  refine Finset.sum_congr rfl fun i _ => ?_
  rw [integral_finsetSum _ fun j _ => hij i j, Finset.mul_sum]
  simp only [mulVec, dotProduct, Finset.mul_sum]
  refine Finset.sum_congr rfl fun j _ => ?_
  rw [integral_const_mul]
  simp only [maternMatrix, Matrix.of_apply]
  rw [(matern_eq_convolution ha (x i) (x j)).2]
  ring
```

`PosSemidef` combines symmetry of the matrix with nonnegativity of this quadratic form. The first part needs neither finiteness nor a > 0; the second follows from the integral of a square.

```lean
/-- The Matérn matrix is symmetric. -/
theorem maternMatrix_isHermitian {κ : Type*} (a : ℝ) (x : κ → ℝ) :
    (maternMatrix a x).IsHermitian :=
  Matrix.IsHermitian.ext fun i j => by
    rw [star_trivial]
    exact matern_comm _ _ _

/-- For `a > 0`, the Matérn three-halves kernel matrix of any finite family of real points is
positive semidefinite. -/
theorem maternMatrix_posSemidef {a : ℝ} (ha : 0 < a) (x : ι → ℝ) :
    (maternMatrix a x).PosSemidef := by
  refine Matrix.PosSemidef.of_dotProduct_mulVec_nonneg (maternMatrix_isHermitian a x) ?_
  intro c
  rw [star_trivial, (quadraticForm_eq_integral ha x c).2]
  exact mul_nonneg ha.le (integral_nonneg fun u => sq_nonneg _)
```

For an infinite set of points, the theorem applies to each finite selection. That the points lie on a line is used in the three-interval integral; for distances between points in a plane or in space, these theorems make no statement.

## Pairwise distinct points

`Function.Injective x` says that no value of the coordinate is sampled twice. Semidefiniteness does not need it; definiteness does.

Suppose f vanishes everywhere but c_i ≠ 0. Then

e(x_i, u) = −(1/c_i) ∑_{j≠i} c_j e(x_j, u).

Since x_j ≠ x_i for j ≠ i, every term on the right is differentiable at u = x_i. So, therefore, is

|x_i − u| = −(1/a) log e(x_i, u),

which contradicts the kink of the absolute value. In `coeff_eq_zero`, `hg` is the differentiability of the right side, `hE` transfers it to the i-th exponential, and `hA` takes the logarithm. The substitution u = x_i − v then moves the kink to v = 0.

```lean
/-- For `a > 0`, exponentials centred at distinct points are linearly independent: a superposition
that vanishes everywhere has zero coefficients. -/
theorem coeff_eq_zero {a : ℝ} (ha : 0 < a) {x : ι → ℝ} (hx : Function.Injective x)
    {c : ι → ℝ} (h : ∀ u, ∑ i, c i * expKernel a (x i) u = 0) : c = 0 := by
  classical
  funext i
  by_contra hi
  have hci : c i ≠ 0 := hi
  -- all the other exponentials are smooth at the centre `x i`
  have hg : DifferentiableAt ℝ
      (fun u => ∑ j ∈ Finset.univ.erase i, c j * expKernel a (x j) u) (x i) := by
    refine DifferentiableAt.fun_sum fun j hj => ?_
    have hne : x j - x i ≠ 0 := sub_ne_zero.mpr fun e => Finset.ne_of_mem_erase hj (hx e)
    have hs : DifferentiableAt ℝ (fun u => x j - u) (x i) := by fun_prop
    have hb : DifferentiableAt ℝ (fun u => |x j - u|) (x i) :=
      DifferentiableAt.comp (x i) (differentiableAt_abs hne) hs
    exact ((hb.const_mul (-a)).exp).const_mul (c j)
  have hE : DifferentiableAt ℝ (fun u => expKernel a (x i) u) (x i) := by
    have e : (fun u => expKernel a (x i) u) = fun u =>
        -(c i)⁻¹ * ∑ j ∈ Finset.univ.erase i, c j * expKernel a (x j) u := by
      funext u
      have hu := h u
      rw [← Finset.add_sum_erase _ _ (Finset.mem_univ i)] at hu
      rw [eq_neg_of_add_eq_zero_right hu, neg_mul_neg, inv_mul_cancel_left₀ hci]
    rw [e]
    exact hg.const_mul _
  -- the logarithm turns this into smoothness of the absolute value at its kink
  have hA : DifferentiableAt ℝ (fun u => |x i - u|) (x i) := by
    have e : (fun u => |x i - u|) = fun u => -a⁻¹ * Real.log (expKernel a (x i) u) := by
      funext u
      rw [expKernel, Real.log_exp, ← mul_assoc, neg_mul_neg, inv_mul_cancel₀ ha.ne', one_mul]
    rw [e]
    exact (hE.log (Real.exp_ne_zero _)).const_mul _
  have hA' : DifferentiableAt ℝ (fun u => |x i - u|) (x i - 0) := by
    rw [sub_zero]
    exact hA
  have hs : DifferentiableAt ℝ (fun v : ℝ => x i - v) 0 := by fun_prop
  have h0 : DifferentiableAt ℝ (fun v : ℝ => |x i - (x i - v)|) 0 :=
    DifferentiableAt.comp (0 : ℝ) hA' hs
  have e : (fun v : ℝ => |x i - (x i - v)|) = (abs : ℝ → ℝ) := by
    funext v
    rw [sub_sub_cancel]
  rw [e] at h0
  exact not_differentiableAt_abs_zero h0
```

If the quadratic form vanishes, then ∫ f² = 0. The continuous nonnegative function f² is zero almost everywhere, hence everywhere, and so c = 0. This gives definiteness for distinct points.

Conversely, if x_i = x_j with i ≠ j, the coefficients 1 at i and −1 at j give f = 0 and a vanishing quadratic form. The matrix is then singular. The proof uses this vector, written with `Pi.single`, for the forward implication.

```lean
/-- For `a > 0`, the Matérn three-halves kernel matrix is positive definite exactly when the points
are pairwise distinct. -/
theorem maternMatrix_posDef_iff {a : ℝ} (ha : 0 < a) (x : ι → ℝ) :
    (maternMatrix a x).PosDef ↔ Function.Injective x := by
  classical
  rw [Matrix.posDef_iff_dotProduct_mulVec]
  constructor
  · rintro ⟨-, hp⟩ i j hxij
    by_contra hij
    -- opposite weights on two coinciding points cancel
    have hc : (Pi.single i 1 - Pi.single j 1 : ι → ℝ) ≠ 0 := by
      intro h
      have := congrFun h i
      simp [hij] at this
    have hpos := hp hc
    rw [star_trivial, (quadraticForm_eq_integral ha x _).2] at hpos
    simp [sub_mul, Finset.sum_sub_distrib, Pi.single_apply, hxij] at hpos
  · intro hx
    refine ⟨maternMatrix_isHermitian a x, ?_⟩
    intro c hc
    obtain ⟨hint, hq⟩ := quadraticForm_eq_integral ha x c
    rw [star_trivial, hq]
    refine mul_pos ha (lt_of_le_of_ne (integral_nonneg fun u => sq_nonneg _) ?_)
    intro h0
    have hae := (integral_eq_zero_iff_of_nonneg (fun u => sq_nonneg _) hint).mp h0.symm
    have hcont : Continuous fun u => (∑ i, c i * expKernel a (x i) u) ^ 2 := by
      unfold expKernel
      fun_prop
    have hzero := (Continuous.ae_eq_iff_eq volume hcont continuous_zero).mp hae
    exact hc (coeff_eq_zero ha hx fun u => pow_eq_zero_iff two_ne_zero |>.mp (congrFun hzero u))

end

end MaternThreeHalves
```

For distinct points the equivalence says that the smallest eigenvalue is positive, but not how large it is. At fixed a it tends to zero as two points approach each other.

```lean
#print axioms MaternThreeHalves.maternMatrix_posSemidef
#print axioms MaternThreeHalves.maternMatrix_posDef_iff
```

```
'MaternThreeHalves.maternMatrix_posSemidef' depends on axioms: [propext, Classical.choice, Quot.sound]
'MaternThreeHalves.maternMatrix_posDef_iff' depends on axioms: [propext, Classical.choice, Quot.sound]
```
